# A π-pulse sequence of non-zero duration needs at least N+1 intervals to cancel arbitrary offsets and Ising couplings of N spins

In a liquid-state NMR sample, N weakly coupled spins precess at their own offsets and pick up phases from one another. To make them idle, one applies π pulses to chosen spins at chosen times, so that phase gained in one interval is undone in another. For a single spin two equal intervals are enough: this is the ordinary echo. With more spins the flips must also refocus every pair coupling, and the question is how many intervals this takes.

The answer is at least \(N+1\), and \(N+1\) equal intervals suffice whenever \(N+1\) is a power of two. For an NMR quantum register, this bounds the number of intervals in an idle step that has to work whatever the values of the offsets and couplings, in a model with ideal pulses and purely Ising couplings.

## Ideal π pulses: every sign is 1 or −1

Let \(i\) label the spins and \(k\) the \(m\) intervals, with durations \(w_k\). An instantaneous π pulse about a transverse axis reverses \(I_{iz}\). In the frame that follows the pulses, spin \(i\) therefore carries a sign \(s_{ik}=\pm1\) during interval \(k\). In the code, `ι` is the set of spins and `κ` the set of intervals.

In Lean 4 with Mathlib:

```lean
import Mathlib

noncomputable section

namespace PiPulseDecoupling

variable {ι κ : Type*}

/-- A pi-pulse pattern gives every spin `i` the sign `1` or `-1` in every interval `k`. -/
def IsPulsePattern (s : ι → κ → ℝ) : Prop := ∀ i k, s i k = 1 ∨ s i k = -1
```

The derivation uses this hypothesis through \(s_{ik}^2=1\), which gives every row of signs the same weighted square sum. In the proof it enters the bound at `frame_sq`. If arbitrary real entries were allowed, one interval with all entries zero would satisfy every decoupling condition for any N. What the hypothesis has to exclude is a row whose weighted square sum vanishes, as in this example; the argument for the bound needs no more from the signs than that this sum is non-zero.

Pulses of finite width, imperfect flip angles and relaxation lie beyond this description.

## A Hamiltonian diagonal in the product basis

With only Zeeman offsets and Ising couplings, each state of the \(I_z\) product basis is labelled by a configuration \(z_i=\pm1\) and has the energy, in angular frequency units,

\[
E(z)=\sum_i\omega_i z_i+\sum_{i\ne j}J_{ij}z_iz_j .
\]

The second sum runs over ordered pairs, so a physical pair contributes \(J_{ij}+J_{ji}\). Since \(I_{iz}\) has eigenvalue \(z_i/2\), an offset \(\Omega_i\) enters as \(\omega_i=\Omega_i/2\). A scalar coupling constant of \(\nu\) hertz, with Hamiltonian \(2\pi\nu I_{iz}I_{jz}\), enters as \(J_{ij}+J_{ji}=\pi\nu/2\).

```lean
/-- Energy of the spin configuration `z` with offsets `ω` and Ising couplings `J`,
summed over ordered pairs of distinct spins. -/
def isingEnergy [Fintype ι] [DecidableEq ι] (ω : ι → ℝ) (J : ι → ι → ℝ) (z : ι → ℝ) : ℝ :=
  (∑ i, ω i * z i) + ∑ i, ∑ j, if i = j then 0 else J i j * (z i * z j)
```

All interval Hamiltonians commute, so their phases add exactly:

\[
\phi(z)=\sum_k w_k\,E(s_{1k}z_1,\dots,s_{Nk}z_N).
\]

```lean
variable [Fintype κ]

/-- Phase accumulated by the configuration `z` when spin `i` carries the sign `s i k`
during interval `k` of duration `w k`. -/
def accumulatedPhase [Fintype ι] [DecidableEq ι] (w : κ → ℝ) (s : ι → κ → ℝ)
    (ω : ι → ℝ) (J : ι → ι → ℝ) (z : ι → ℝ) : ℝ :=
  ∑ k, w k * isingEnergy ω J (fun i => s i k * z i)
```

This diagonal form is built into the definitions. Without it, a sign table no longer describes the evolution: a term \(I_{ix}I_{jx}\), for instance, is unchanged by every π pulse about \(x\), whatever signs the pulses give to \(I_{iz}\) and \(I_{jz}\).

## Vanishing sums for single spins and for pairs

The decoupling hypothesis consists of two families of equations:

\[
\sum_k w_ks_{ik}=0\ \text{ for all } i,\qquad
\sum_k w_ks_{ik}s_{jk}=0\ \text{ for all } i\ne j .
\]

```lean
/-- The weighted signs of each spin, and the weighted sign products of each pair of distinct
spins, sum to zero. -/
def IsDecoupling (w : κ → ℝ) (s : ι → κ → ℝ) : Prop :=
  (∀ i, ∑ k, w k * s i k = 0) ∧ ∀ i j, i ≠ j → ∑ k, w k * (s i k * s j k) = 0
```

They come from inserting the signs into the energy and exchanging the sums:

\[
\phi(z)=\sum_i\omega_i z_i\Big(\sum_k w_ks_{ik}\Big)
+\sum_{i\ne j}J_{ij}z_iz_j\Big(\sum_k w_ks_{ik}s_{jk}\Big).
\]

The next theorem is this identity. Its proof uses `Finset.sum_comm` for each exchange of sums and `ring` to reorder the factors.

```lean
/-- In the accumulated phase each offset is scaled by the weighted sum of its spin's signs,
and each coupling by the weighted sum of the sign products. -/
theorem accumulatedPhase_eq [Fintype ι] [DecidableEq ι] (w : κ → ℝ) (s : ι → κ → ℝ)
    (ω : ι → ℝ) (J : ι → ι → ℝ) (z : ι → ℝ) :
    accumulatedPhase w s ω J z = (∑ i, ω i * z i * ∑ k, w k * s i k) +
      ∑ i, ∑ j, if i = j then 0 else J i j * (z i * z j) * ∑ k, w k * (s i k * s j k) := by
  unfold accumulatedPhase isingEnergy
  simp only [mul_add, Finset.sum_add_distrib, Finset.mul_sum]
  congr 1
  · rw [Finset.sum_comm]
    exact Finset.sum_congr rfl fun i _ => Finset.sum_congr rfl fun k _ => by ring
  · rw [Finset.sum_comm]
    refine Finset.sum_congr rfl fun i _ => ?_
    rw [Finset.sum_comm]
    refine Finset.sum_congr rfl fun j _ => ?_
    by_cases h : i = j
    · simp [h]
    · simp only [h, if_false]
      exact Finset.sum_congr rfl fun k _ => by ring
```

If both families vanish, so does the phase. Conversely, suppose that the phase vanishes for all offsets, couplings and configurations. Take every \(z_i=1\). Setting one offset to 1 and everything else to zero leaves \(\sum_k w_ks_{ik}=0\); setting one \(J_{ij}\) to 1 instead leaves the corresponding pair condition. The proof makes the same two choices, with `Pi.single i 1` as the single offset.

```lean
/-- The accumulated phase vanishes for all offsets, couplings and spin configurations
exactly when the pattern satisfies the decoupling conditions. -/
theorem phase_vanishes_iff [Fintype ι] [DecidableEq ι] (w : κ → ℝ) (s : ι → κ → ℝ) :
    (∀ ω J z, (∀ i, z i = 1 ∨ z i = -1) → accumulatedPhase w s ω J z = 0) ↔
      IsDecoupling w s := by
  constructor
  · intro h
    refine ⟨fun i => ?_, fun i j hij => ?_⟩
    · -- switch on a single offset
      have h1 := h (Pi.single i 1) (fun _ _ => 0) (fun _ => 1) (fun _ => Or.inl rfl)
      rw [accumulatedPhase_eq] at h1
      simpa [Pi.single_apply] using h1
    · -- switch on a single coupling
      have h1 := h (fun _ => 0) (fun a b => if a = i ∧ b = j then 1 else 0)
        (fun _ => 1) (fun _ => Or.inl rfl)
      rw [accumulatedPhase_eq] at h1
      simp only [zero_mul, Finset.sum_const_zero, zero_add] at h1
      rw [Finset.sum_eq_single i, Finset.sum_eq_single j] at h1
      · simpa [hij] using h1
      · intro b _ hb
        simp [hb]
      · exact fun hn => absurd (Finset.mem_univ _) hn
      · intro b _ hb
        simp [hb]
      · exact fun hn => absurd (Finset.mem_univ _) hn
  · rintro ⟨h1, h2⟩ ω J z _
    rw [accumulatedPhase_eq]
    simp only [h1, mul_zero, Finset.sum_const_zero, zero_add]
    refine Finset.sum_eq_zero fun i _ => Finset.sum_eq_zero fun j _ => ?_
    split_ifs with hij
    · rfl
    · rw [h2 i j hij, mul_zero]
```

The bound needs both families. If all spins share the signs \((1,-1)\) in two equal intervals, every offset is refocused, but the couplings survive and any N fits into \(m=2\). If only the pair conditions are imposed, the rows \((1,1)\) and \((1,-1)\) remove the coupling of two spins in two equal intervals, while the first spin keeps its offset.

## Non-zero total duration

Write \(T=\sum_k w_k\). The condition \(T\ne0\) says that time passes during the sequence. It holds for positive durations as soon as there is at least one interval. The theorem assumes only \(T\ne0\), so individual weights may even be negative.

Add to the sign rows a constant row of ones, and call the extended rows \(f_a\), where \(a\) is either the extra label or a spin.

```lean
omit [Fintype κ] in
/-- The sign rows of the spins, together with one constant row of ones. -/
def frame (s : ι → κ → ℝ) : Option ι → κ → ℝ
  | none, _ => 1
  | some i, k => s i k
```

Each entry squares to one.

```lean
omit [Fintype κ] in
/-- Every entry of the extended sign table of a pulse pattern squares to one. -/
theorem frame_sq {s : ι → κ → ℝ} (hs : IsPulsePattern s) (a : Option ι) (k : κ) :
    frame s a k * frame s a k = 1 := by
  rcases a with _ | i
  · simp [frame]
  · rcases hs i k with h | h <;> simp [frame, h]
```

The product of the constant row with a spin's row gives a single-spin sum, and the product of two different spins' rows gives a pair sum. Both vanish, while each row with itself gives \(T\). Hence

\[
\sum_k w_k f_{ak}f_{bk}=T\,\delta_{ab}.
\]

The proof separates \(a=b\) from \(a\ne b\) and, in the second case, goes through the possible kinds of row.

```lean
/-- For a decoupling pulse pattern the extended sign rows are orthogonal under the weights, and the
weighted square sum of each row equals the total duration. -/
theorem frame_orthogonal [DecidableEq ι] {w : κ → ℝ} {s : ι → κ → ℝ}
    (hs : IsPulsePattern s) (h : IsDecoupling w s) (a b : Option ι) :
    ∑ k, w k * (frame s a k * frame s b k) = if a = b then ∑ k, w k else 0 := by
  by_cases hab : a = b
  · subst hab
    simp only [frame_sq hs, mul_one, if_true]
  · rw [if_neg hab]
    rcases a with _ | i <;> rcases b with _ | j
    · exact absurd rfl hab
    · simpa [frame] using h.1 j
    · simpa [frame] using h.1 i
    · exact h.2 i j (fun hij => hab (congrArg some hij))
```

Now suppose that \(\sum_b g_bf_{bk}=0\) for every \(k\). Multiply by \(w_kf_{ak}\) and sum over \(k\):

\[
0=\sum_b g_b\sum_k w_kf_{bk}f_{ak}=g_aT .
\]

Since \(T\ne0\), every \(g_a\) is zero. The \(N+1\) rows are linearly independent vectors in \(\mathbb R^m\), so \(m\ge N+1\).

In the proof, `h0` says that the projected combination is zero, `h1` evaluates it as \(g_aT\), and `resolve_right hT` discards the possibility \(T=0\). In the conclusion, `Fintype.card ι` is N and `Fintype.card κ` is m.

```lean
/-- A pulse pattern of non-zero total duration that decouples `N` spins has at least
`N + 1` intervals. -/
theorem spins_add_one_le_intervals [Fintype ι] {w : κ → ℝ} {s : ι → κ → ℝ}
    (hs : IsPulsePattern s) (h : IsDecoupling w s) (hT : ∑ k, w k ≠ 0) :
    Fintype.card ι + 1 ≤ Fintype.card κ := by
  classical
  have li : LinearIndependent ℝ (frame s) := by
    rw [Fintype.linearIndependent_iff]
    intro g hg a
    -- project a vanishing combination on row `a`
    have h0 : ∑ k, w k * ((∑ b, g b • frame s b) k * frame s a k) = 0 := by
      rw [hg]
      simp
    have h1 : ∑ k, w k * ((∑ b, g b • frame s b) k * frame s a k) = g a * ∑ k, w k := by
      calc _ = ∑ b, g b * ∑ k, w k * (frame s b k * frame s a k) := by
            simp only [Finset.sum_apply, Pi.smul_apply, smul_eq_mul, Finset.sum_mul,
              Finset.mul_sum]
            rw [Finset.sum_comm]
            exact Finset.sum_congr rfl fun b _ => Finset.sum_congr rfl fun k _ => by ring
        _ = _ := by
            simp only [frame_orthogonal hs h, mul_ite, mul_zero, Finset.sum_ite_eq',
              Finset.mem_univ, if_true]
    exact (mul_eq_zero.mp (h1.symm.trans h0)).resolve_right hT
  have hc := li.fintype_card_le_finrank
  rwa [Fintype.card_option, Module.finrank_fintype_fun_eq_card] at hc
```

Without the condition on \(T\), the claim fails for an empty sequence: with \(m=0\) all sums are empty and any number of spins counts as decoupled. With signed weights it also fails for \(w=(1,-1)\) and all signs equal to 1, where every sum cancels for any N.

### The extra row as an `Option`

The type `Option ι` contains `some i` for each spin `i` and one further element, `none`. Defining `frame` on it puts the constant row and the spin rows into one indexed family, to which Mathlib's `LinearIndependent` applies directly. The two families of decoupling conditions then become the off-diagonal cases of one orthogonality relation.

The same type supplies the count. `li.fintype_card_le_finrank` says that an independent family has no more members than the dimension of its space. `Fintype.card_option` turns the number of members into \(N+1\), and `Module.finrank_fintype_fun_eq_card` turns the dimension into \(m\).

## N+1 a power of two

This hypothesis belongs only to the construction that reaches the bound. Physically, it fixes the register sizes \(N=0,1,3,7,\dots\) for which intervals and sign patterns can both be labelled by all strings of \(n\) binary digits, with \(N+1=2^n\). For two such strings \(a\) and \(k\), define the Walsh sign

\[
W_a(k)=\prod_r(-1)^{a_rk_r}.
\]

```lean
/-- The Walsh sign of pattern `a` in interval `k`, both labelled by `n` binary digits:
a factor `-1` for each digit set in both labels. -/
def walsh {n : ℕ} (a k : Fin n → Bool) : ℝ :=
  ∏ r, (if (a r && k r) = true then (-1 : ℝ) else 1)
```

As a product of factors \(\pm1\), it is itself \(\pm1\), so the patterns can be produced by π pulses.

```lean
/-- Every Walsh sign is `1` or `-1`. -/
theorem walsh_sign {n : ℕ} (a k : Fin n → Bool) : walsh a k = 1 ∨ walsh a k = -1 := by
  unfold walsh
  refine Finset.prod_induction _ (fun x : ℝ => x = 1 ∨ x = -1) ?_ (Or.inl rfl) ?_
  · rintro x y (rfl | rfl) (rfl | rfl) <;> norm_num
  · intro r _
    split_ifs
    · exact Or.inr rfl
    · exact Or.inl rfl
```

The overlap of two patterns factorises over the digits:

\[
\sum_kW_a(k)W_b(k)=\prod_r\sum_{x=0}^{1}(-1)^{(a_r+b_r)x}
=\prod_r\big(1+(-1)^{a_r+b_r}\big).
\]

If \(a\ne b\), they differ in some digit, and the factor for that digit is \(1-1=0\). In the proof, `Finset.prod_univ_sum` performs the factorisation and `Finset.prod_eq_zero` uses the vanishing factor.

```lean
/-- Two different Walsh patterns are orthogonal. -/
theorem walsh_orthogonal {n : ℕ} {a b : Fin n → Bool} (hab : a ≠ b) :
    ∑ k, walsh a k * walsh b k = 0 := by
  obtain ⟨r, hr⟩ := Function.ne_iff.mp hab
  -- the overlap factorises over the binary digits
  have hfac : ∑ k, walsh a k * walsh b k = ∏ r, ∑ x : Bool,
      (if (a r && x) = true then (-1 : ℝ) else 1) *
        (if (b r && x) = true then (-1 : ℝ) else 1) := by
    rw [Finset.prod_univ_sum, Fintype.piFinset_univ]
    exact Finset.sum_congr rfl fun k _ => by simp only [walsh, Finset.prod_mul_distrib]
  rw [hfac]
  apply Finset.prod_eq_zero (Finset.mem_univ r)
  cases ha : a r <;> cases hb : b r <;> simp_all
```

The all-zero string gives the constant pattern. Every other pattern is orthogonal to it and so sums to zero, which is the single-spin condition; orthogonality among the others is the pair condition. Dropping the constant pattern leaves \(2^n-1=N\) patterns, one per spin. A common duration \(c\) only multiplies all the sums.

In the proof, `e` labels the intervals by strings, and `p` labels the patterns so that number zero is the constant one. Spin `i` receives pattern `p i.succ`, which is never the constant one, and `key` supplies both families of sums.

```lean
/-- Whenever `N + 1` is a power of two, some pulse pattern decouples `N` spins in `N + 1`
intervals of equal duration `c`. -/
theorem bound_attained (n N : ℕ) (hN : N + 1 = 2 ^ n) (c : ℝ) :
    ∃ s : Fin N → Fin (N + 1) → ℝ, IsPulsePattern s ∧ IsDecoupling (fun _ => c) s := by
  obtain ⟨e⟩ : Nonempty (Fin (N + 1) ≃ (Fin n → Bool)) :=
    Fintype.card_eq.mp (by rw [Fintype.card_fin, hN]; simp)
  obtain ⟨z, hz⟩ : ∃ z : Fin n → Bool, ∀ k, walsh z k = 1 :=
    ⟨fun _ => false, fun k => by simp [walsh]⟩
  -- label the patterns so that number zero is the constant one
  obtain ⟨p, hp⟩ : ∃ p : Fin (N + 1) ≃ (Fin n → Bool), p 0 = z :=
    ⟨e.trans (Equiv.swap (e 0) z), by simp⟩
  have key : ∀ a b : Fin n → Bool, a ≠ b →
      ∑ k, c * (walsh a (e k) * walsh b (e k)) = 0 := by
    intro a b hab
    have h1 : ∑ k, walsh a (e k) * walsh b (e k) = 0 :=
      (Equiv.sum_comp e fun k => walsh a k * walsh b k).trans (walsh_orthogonal hab)
    rw [← Finset.mul_sum, h1, mul_zero]
  refine ⟨fun i k => walsh (p i.succ) (e k), fun i k => walsh_sign _ _, fun i => ?_,
    fun i j hij => ?_⟩
  · have hne : p i.succ ≠ z := by
      rw [← hp]
      exact fun h => Fin.succ_ne_zero i (p.injective h)
    simpa only [hz, mul_one] using key _ z hne
  · exact key _ _ fun h => hij (Fin.succ_injective _ (p.injective h))

end PiPulseDecoupling
```

The theorem allows any real \(c\); a physical sequence has \(c>0\), and then the lower bound applies and \(N+1\) is the minimum. For \(n=0\) there are no spins and one interval; for \(n=1\) the construction is the echo.

Without the power-of-two condition, the bound may be out of reach. To reach it, two spins would have to be decoupled in three intervals, but three signs add up to an odd number, so with equal non-zero durations no row can sum to zero. Unequal durations do not help. With \(N+1\) intervals the table \(F=(f_{ak})\) is square, and for the diagonal matrix \(D\) of the durations the orthogonality relation \(FDF^{\mathsf T}=T\,\mathbb 1\) with \(T\ne0\) gives \(F^{\mathsf T}F=T\,D^{-1}\). The diagonal entries on the left are all \(N+1\), so every \(w_k\) equals \(T/(N+1)\).

## Three spins in four intervals

For \(N=3\), the Walsh patterns give, in one labelling,

\[
s_1=(1,-1,1,-1),\quad s_2=(1,1,-1,-1),\quad s_3=(1,-1,-1,1).
\]

Reading off the sign changes gives the pulses: flip spins 1 and 3 after the first interval, 1 and 2 after the second, and 1 and 3 after the third. A final flip of spins 1 and 2 restores their original orientation.

Take intervals of 1 ms, an offset of 100 Hz on spin 1 and a coupling of 10 Hz between spins 1 and 2. For \(z_1=z_2=1\), the offset contributes \(2\pi\cdot50\cdot10^{-3}\approx0.314\) rad per interval with signs \(+,-,+,-\). The coupling contributes \((\pi\cdot10/2)\cdot10^{-3}\approx0.0157\) rad with signs \(+,-,-,+\). Both totals are zero.

A fourth spin cannot be decoupled in these four intervals. If it is given the signs of spin 1, its offset and its couplings to spins 2 and 3 still cancel, but its coupling to spin 1 acts at full strength for all 4 ms. In this way a sequence can keep one chosen coupling while removing the others.

```lean
#print axioms PiPulseDecoupling.phase_vanishes_iff
-- 'PiPulseDecoupling.phase_vanishes_iff' depends on axioms: [propext, Classical.choice, Quot.sound]
#print axioms PiPulseDecoupling.spins_add_one_le_intervals
-- 'PiPulseDecoupling.spins_add_one_le_intervals' depends on axioms: [propext, Classical.choice, Quot.sound]
#print axioms PiPulseDecoupling.bound_attained
-- 'PiPulseDecoupling.bound_attained' depends on axioms: [propext, Classical.choice, Quot.sound]
```
